# With cubic merges, the last merge dominates the merge work of a divide-and-conquer eigensolver

Suppose that a divide-and-conquer eigensolver halves a matrix repeatedly down to size one, and that each merge costs a fixed constant times the cube of the size of the merged block. If every level of merging is charged at the price of the last one, the estimate for a matrix of size N = 2^k with k ≥ 2 is too large by a factor that grows with k. If only the last merge is counted, the estimate is too small, but by less than a third of the cost of that merge. The problems below derive the total from a recurrence.

The solver splits a symmetric tridiagonal matrix into two halves, solves each half, and merges the two solutions. Let T(N) be the work spent on merges for size N. The model has two rules:

T(1) = 0

T(2n) = 2 T(n) + c (2n)^p, for n a power of two

A matrix of size one needs no merge. The exponent p says how a merge scales with size. For p = 3 the constant c stands for the operations per N³ in a merge, which come mainly from the matrix product that updates the eigenvectors.

```lean
import Mathlib

open Filter Topology

namespace DivideConquerCost
```

In Lean the two rules are the fields `single` and `merge` of a structure. The function `T` takes a natural number and returns a real one, and `merge` is imposed only at sizes `2 * 2 ^ k`, so the values of `T` away from powers of two are unconstrained. The exponent `p` is a natural number, and `c` may have any sign until a theorem restricts it.

```lean
/-- `T` is the merge work of a divide-and-conquer eigensolver: a matrix of size one needs none,
and a matrix of size `2 n`, with `n` a power of two, needs two solutions of size `n` and one merge
of cost `c (2 n) ^ p`. -/
structure IsMergeCost (c : ℝ) (p : ℕ) (T : ℕ → ℝ) : Prop where
  single : T 1 = 0
  merge : ∀ k : ℕ, T (2 * 2 ^ k) = 2 * T (2 ^ k) + c * ((2 : ℝ) * 2 ^ k) ^ p
```

The model uses the same c for every merge, whereas deflation makes real merges cheaper by an amount that depends on the matrix. It also splits down to size one, and it leaves out the reduction to tridiagonal form and the back-transformation. Within these limits, the results estimate one part of the cost of diagonalising a dense Kohn–Sham or Fock matrix.

## (a) A balance for every merge exponent

Show that for every natural number p and every N = 2^k

(2^p − 2) T(N) = c 2^p (N^p − N).

**Solution.** Use induction on k. For k = 0 we have N = 1, and both sides vanish. Suppose the identity holds for N. Multiply the merge rule for size 2N by 2^p − 2 and insert the identity for N:

(2^p − 2) T(2N) = 2 c 2^p (N^p − N) + (2^p − 2) c 2^p N^p

= c 2^p (2N^p − 2N + 2^p N^p − 2N^p)

= c 2^p ((2N)^p − 2N).

This is the identity for 2N. In the Lean proof, `rw` splits off the final merge, and `linear_combination 2 * ih` adds twice the induction hypothesis and leaves the algebra above to be checked.

```lean
/-- For merges of cost `c N ^ p`, the total work on a matrix of size `N = 2 ^ k` obeys
`(2 ^ p - 2) T(N) = c 2 ^ p (N ^ p - N)`. -/
theorem cost_balance {c : ℝ} {p : ℕ} {T : ℕ → ℝ} (h : IsMergeCost c p T) (k : ℕ) :
    ((2 : ℝ) ^ p - 2) * T (2 ^ k) = c * 2 ^ p * (((2 : ℝ) ^ k) ^ p - 2 ^ k) := by
  induction k with
  | zero => simp [h.single]
  | succ k ih =>
    -- split off the final merge and use the result for the two halves
    rw [show (2 : ℕ) ^ (k + 1) = 2 * 2 ^ k from pow_succ' 2 k, h.merge k,
      show (2 : ℝ) ^ (k + 1) = 2 * 2 ^ k from pow_succ' 2 k, mul_pow]
    linear_combination 2 * ih
```

## (b) Solving for the work

Show that for p ≠ 1 and N = 2^k

T(N) = c 2^p / (2^p − 2) · (N^p − N).

**Solution.** Divide the balance of part (a) by 2^p − 2. This is allowed because 2^p = 2 only for p = 1. For quadratic merges, p = 2, the result is T(N) = 2c (N² − N).

Most of the Lean proof is the step `hne`, which shows that the divisor is nonzero. It carries the equation 2^p = 2 from the real to the natural numbers, where different exponents give different powers of two.

```lean
/-- Closed form of the total merge work for every merge exponent `p` other than one. -/
theorem cost_of_exponent_ne_one {c : ℝ} {p : ℕ} {T : ℕ → ℝ} (h : IsMergeCost c p T)
    (hp : p ≠ 1) (k : ℕ) :
    T (2 ^ k) = c * 2 ^ p / (2 ^ p - 2) * (((2 : ℝ) ^ k) ^ p - 2 ^ k) := by
  have hne : (2 : ℝ) ^ p - 2 ≠ 0 := by
    intro h0
    have h2 : (2 : ℝ) ^ p = 2 := by linarith
    have h3 : (2 : ℕ) ^ p = 2 := by exact_mod_cast h2
    exact hp (Nat.pow_right_injective (le_refl 2) (by simp only [pow_one]; exact h3))
  rw [div_mul_eq_mul_div, eq_div_iff hne]
  linear_combination cost_balance h k
```

## (c) Merges of linear cost

For p = 1 the balance reads 0 = 0 and says nothing about T. Show directly that for N = 2^k

T(N) = c k N.

**Solution.** For k = 0 both sides are zero. If the formula holds for N = 2^k, then

T(2N) = 2 c k N + c (2N) = c (k + 1) (2N).

Each of the k levels costs c N in total, which gives the familiar N log N growth. The Lean proof is the same induction, with `ring` closing the last line.

```lean
/-- If a merge costs only `c N`, the total work on a matrix of size `N = 2 ^ k` is `c k N`. -/
theorem cost_of_linear_merge {c : ℝ} {T : ℕ → ℝ} (h : IsMergeCost c 1 T) (k : ℕ) :
    T (2 ^ k) = c * k * 2 ^ k := by
  induction k with
  | zero => simp [h.single]
  | succ k ih =>
    rw [show (2 : ℕ) ^ (k + 1) = 2 * 2 ^ k from pow_succ' 2 k, h.merge k, ih]
    push_cast
    ring
```

## (d) Cubic merges

Let p = 3 and c > 0. Show that for every k

T(2^k) = (4c/3) (8^k − 2^k),

and that, with N = 2^k,

T(N) < (4/3) c N³.

**Solution.** For p = 3 the balance of part (a) is

6 T(N) = 8c (N³ − N).

Division by 6 and N³ = 8^k give the closed form. The gap to the bound is

(4/3) c N³ − T(N) = (4c/3) N,

which is positive.

Since the last merge costs c N³ when k ≥ 1, all earlier merges together cost less than a third of it. An improvement to the last merge therefore acts on more than three quarters of the merge work in this model.

In Lean, `h8` is the identity 8^k = N³, and `linear_combination key / 6` is the division by 6. The fact that c N is positive enters as `hcx`, from which `linarith` obtains the strict inequality.

```lean
/-- For cubic merges with `c > 0`, the total merge work on a matrix of size `N = 2 ^ k` is `(4 c /
3) (8 ^ k - 2 ^ k)`, which is less than `4 / 3` of `c N ^ 3`. -/
theorem cubic_merge_cost {c : ℝ} {T : ℕ → ℝ} (h : IsMergeCost c 3 T) (hc : 0 < c) (k : ℕ) :
    T (2 ^ k) = 4 * c / 3 * (8 ^ k - 2 ^ k) ∧
      T (2 ^ k) < 4 / 3 * (c * ((2 : ℝ) ^ k) ^ 3) := by
  have key := cost_balance h k
  have h8 : (8 : ℝ) ^ k = ((2 : ℝ) ^ k) ^ 3 := by
    rw [← pow_mul, mul_comm k 3, pow_mul]
    norm_num
  have hx : (0 : ℝ) < 2 ^ k := by positivity
  constructor
  · rw [h8]
    linear_combination key / 6
  · -- the gap to the bound is the positive term `(4 c / 3) N`
    have hcx := mul_pos hc hx
    linarith
```

## (e) The top levels

Let p = 3 and N = 2^(r+m). Show that

T(N) = 2^m T(2^r) + (4c/3) (1 − 4^(−m)) N³.

**Solution.** Write M = 2^r and Q = 2^m, so that N = QM. Part (a) gives T(N) = (4c/3)(N³ − N), and for the small problems

Q T(M) = (4c/3) (Q M³ − Q M) = (4c/3) (N³/Q² − N).

Subtract this from T(N). The terms linear in N cancel, and

T(N) − Q T(M) = (4c/3) (1 − 1/Q²) N³,

where Q² = 4^m.

The first term of the target is the work of 2^m independent problems of size 2^r, and the second is the work of the m levels of merging above them. Unrolling the recurrence shows the same split: the level with 2^j merges of size N/2^j costs c N³/4^j, and the sum over j = 0, …, m − 1 is a geometric series. One level gives c N³, and two levels give (5/4) c N³.

In Lean, `h1` and `h2` are the balances for the large and the small size. The final `linear_combination` subtracts them with the weights used above, and `hq` supplies the relation between 4^(−m) and Q².

```lean
/-- For cubic merges on a matrix of size `N = 2 ^ (r + m)`, the top `m` levels of merging cost
`(4 c / 3) (1 - 4 ^ (-m)) N ^ 3`, and the rest is the work of `2 ^ m` problems of size `2 ^ r`. -/
theorem cubic_top_levels {c : ℝ} {T : ℕ → ℝ} (h : IsMergeCost c 3 T) (r m : ℕ) :
    T (2 ^ (r + m)) = 2 ^ m * T (2 ^ r)
      + 4 * c / 3 * (1 - (1 / 4 : ℝ) ^ m) * ((2 : ℝ) ^ (r + m)) ^ 3 := by
  have h1 := cost_balance h (r + m)
  have h2 := cost_balance h r
  have hq : (1 / 4 : ℝ) ^ m * ((2 : ℝ) ^ m) ^ 2 = 1 := by
    rw [← pow_mul, mul_comm m 2, pow_mul, ← mul_pow]
    norm_num
  rw [pow_add (2 : ℝ) r m] at h1 ⊢
  -- subtract the work of the small problems from the total
  linear_combination h1 / 6 - (2 : ℝ) ^ m * h2 / 6
    + 4 * c / 3 * ((2 : ℝ) ^ r) ^ 3 * (2 : ℝ) ^ m * hq
```

## (f) The limiting ratio

Let p = 3 and c ≠ 0. Show that, as k → ∞ with N = 2^k,

T(N) / (c N³) → 4/3.

**Solution.** Take r = 0 and m = k in part (e). Since T(1) = 0,

T(N) / (c N³) = (4/3) (1 − 4^(−k)),

and 4^(−k) tends to zero. The factor 4/3 in part (d) is therefore the smallest that serves all sizes.

The Lean proof first establishes the limit of the right-hand side, starting from `hq`. It then uses `congr` to pass to the ratio, which leaves the goal that the two expressions agree for every k. Part (e) with r = 0 settles this.

```lean
/-- For cubic merges with `c ≠ 0`, the ratio of the total merge work to the cost `c N ^ 3` of the
final merge tends to `4 / 3` as the matrix size `N = 2 ^ k` grows. -/
theorem cubic_cost_ratio_tendsto {c : ℝ} {T : ℕ → ℝ} (h : IsMergeCost c 3 T) (hc : c ≠ 0) :
    Tendsto (fun k : ℕ => T (2 ^ k) / (c * ((2 : ℝ) ^ k) ^ 3)) atTop (𝓝 (4 / 3)) := by
  have hq : Tendsto (fun k : ℕ => (1 / 4 : ℝ) ^ k) atTop (𝓝 0) :=
    tendsto_pow_atTop_nhds_zero_of_lt_one (by norm_num) (by norm_num)
  have hl := (hq.const_sub 1).const_mul (4 / 3 : ℝ)
  rw [sub_zero, mul_one] at hl
  refine hl.congr fun k => ?_
  -- all `k` levels together, down to matrices of size one
  have hk := cubic_top_levels h 0 k
  simp only [zero_add, pow_zero, h.single, mul_zero] at hk
  rw [eq_div_iff (mul_ne_zero hc (by positivity)), hk]
  ring
```

## (g) A cost function that obeys the rules

The results for cubic merges would be empty if no function satisfied the recurrence. Show that, for every real c, the function defined on all natural numbers n by

T(n) = (4c/3) (n³ − n)

obeys both rules with p = 3.

**Solution.** At n = 1 the function vanishes. For the merge rule,

2 T(n) + c (2n)³ = (8c/3) (n³ − n) + 8c n³

= (32c/3) n³ − (8c/3) n

= (4c/3) ((2n)³ − 2n)

= T(2n).

The calculation holds for every n, so in particular for the powers of two that the structure asks about. Lean checks the two fields separately, by `norm_num` and by `ring`.

```lean
/-- The cost function `(4 c / 3) (n ^ 3 - n)` satisfies the recurrence with cubic merges. -/
theorem isMergeCost_witness (c : ℝ) :
    IsMergeCost c 3 (fun n : ℕ => 4 * c / 3 * ((n : ℝ) ^ 3 - n)) where
  single := by norm_num
  merge := by
    intro k
    push_cast
    ring

end DivideConquerCost
```

```lean
#print axioms DivideConquerCost.cost_of_exponent_ne_one
#print axioms DivideConquerCost.cost_of_linear_merge
#print axioms DivideConquerCost.cubic_merge_cost
#print axioms DivideConquerCost.cubic_cost_ratio_tendsto
```

```
'DivideConquerCost.cost_of_exponent_ne_one' depends on axioms: [propext, Classical.choice, Quot.sound]
'DivideConquerCost.cost_of_linear_merge' depends on axioms: [propext, Classical.choice, Quot.sound]
'DivideConquerCost.cubic_merge_cost' depends on axioms: [propext, Classical.choice, Quot.sound]
'DivideConquerCost.cubic_cost_ratio_tendsto' depends on axioms: [propext, Classical.choice, Quot.sound]
```
